# The scattering length of an attractive square well vanishes exactly once between consecutive zero-energy resonances

Take an attractive square well of radius \(R>0\), and let \(q\) be the wave number inside it at zero energy. The interior phase \(x=qR\) grows with the depth of the well, and the scattering length is

\[
a(x)=R\left(1-\frac{\tan x}{x}\right).
\]

It diverges at \(x=\pi/2\) and again at \(x=3\pi/2\). Between these two resonances \(a\) vanishes when \(\tan x=x\). The tangent is awkward here because it runs from \(-\infty\) to \(+\infty\), but on this interval it can be inverted: \(\arctan(\tan x)=x-\pi\). The condition \(\tan x=x\) then becomes

\[
x-\arctan x=\pi .
\]

The left side has no poles and increases with \(x\). At \(x=\pi\) it equals \(\pi-\arctan\pi\), which is below \(\pi\). At \(x=3\pi/2\) it equals \(3\pi/2-\arctan(3\pi/2)\), which is above \(\pi\), since an arctangent is always less than \(\pi/2\). It therefore crosses the value \(\pi\) once, at \(x\approx4.493\). Before the crossing \(\tan x<x\) and \(a>0\); after it \(\tan x>x\) and \(a<0\).

The same argument works between any two consecutive resonances, with \(n\pi\) in place of \(\pi\). The development below carries it out for every integer \(n\ge1\), using Mathlib's real tangent and arctangent.

```lean
import Mathlib

open Real Set

namespace SquareWellZeros

noncomputable section
```

## From the zero-energy wave function to \(a(x)\)

Let \(\mu\) be the reduced mass of the scattered particle and its target, for example a neutron and a nucleus, and let \(V_0>0\) be the depth of the well. At zero energy the radial function \(u(r)\) of the s-wave satisfies \(u''=-q^2u\) inside, with \(q^2=2\mu V_0/\hbar^2\), and \(u''=0\) outside. The solution that vanishes at the origin is \(u=\sin qr\) for \(r<R\). Outside it is a straight line \(u=C(r-a)\), whose intercept \(a\) is the scattering length. Continuity of \(u\) and \(u'\) at \(r=R\) requires

\[
\sin x=C(R-a),\qquad q\cos x=C .
\]

If \(\cos x\neq0\), division gives \(R-a=\tan x/q=R\tan x/x\), which is the formula above. If \(\cos x=0\), the outer line is horizontal and has no intercept: this is a zero-energy resonance.

```lean
/-- Scattering length of a square well of radius `R` as a function of the interior phase
`x = qR`, for `x ≠ 0` and `cos x ≠ 0`. -/
def scatteringLength (R x : ℝ) : ℝ := R * (1 - tan x / x)
```

In Lean, `scatteringLength R x` is this closed formula, taken as a definition; the matching calculation that leads to it is not formalised. `R` and `x` are real numbers, so `R` is the radius in some chosen unit of length and `a` comes out in the same unit. The sign convention is the one in which an impenetrable sphere has \(a=+R\). The model has a single channel and no absorption, and its potential depends neither on spin nor on energy.

## The windows between resonances

The resonances lie at the odd multiples of \(\pi/2\). For an integer \(n\ge1\), two consecutive ones bound the interval

\[
W_n=\left(\left(n-\tfrac12\right)\pi,\ \left(n+\tfrac12\right)\pi\right),
\]

which has length \(\pi\) and midpoint \(n\pi\). At the midpoint the tangent vanishes and \(a=R\).

```lean
/-- The open window of interior phases between `(n - 1/2)π` and `(n + 1/2)π`. -/
def window (n : ℕ) : Set ℝ := Ioo (((n : ℝ) - 1 / 2) * π) (((n : ℝ) + 1 / 2) * π)
```

`Ioo` is an open interval, so the poles at both ends are excluded. The index `n` is a natural number, and `(n : ℝ)` is the same number read as a real. The definition also allows \(n=0\), where the window is \((-\pi/2,\pi/2)\) and contains the point \(x=0\) at which the formula divides by zero. Apart from that point \(a\) is negative throughout this window, so there is no change of sign to locate, and the main results assume \(n\ge1\).

## The phase excess

The quantity that replaces the tangent is

\[
\varphi(x)=x-\arctan x .
\]

```lean
/-- The phase excess `x - arctan x`. -/
def phaseExcess (x : ℝ) : ℝ := x - arctan x
```

Its monotonicity will be proved for \(x\ge0\), and the sign of \(a\) will be read from a product with the factor \(R/x\). Both results can be applied in the windows with \(n\ge1\) because the phases there are positive. For \(n\ge1\) the lower end of \(W_n\) is at least \(\pi/2\), hence every \(x\in W_n\) satisfies \(x>0\).

```lean
/-- Every interior phase in a window with `n ≥ 1` is positive. -/
theorem window_pos {n : ℕ} (hn : 1 ≤ n) {x : ℝ} (hx : x ∈ window n) : 0 < x := by
  obtain ⟨h1, _⟩ := hx
  have hn' : (1 : ℝ) ≤ n := by exact_mod_cast hn
  have h : 0 < ((n : ℝ) - 1 / 2) * π := mul_pos (by linarith) pi_pos
  exact h.trans h1
```

The derivative of the phase excess is

\[
\varphi'(x)=1-\frac1{1+x^2}=\frac{x^2}{1+x^2},
\]

which is positive for \(x>0\). Since \(\varphi\) is continuous, it is strictly increasing on the whole half-line \(x\ge0\), end point included.

```lean
/-- The phase excess is strictly increasing on the non-negative half-line. -/
theorem phaseExcess_strictMonoOn : StrictMonoOn phaseExcess (Ici 0) := by
  have hc : Continuous phaseExcess := continuous_id.sub continuous_arctan
  refine strictMonoOn_of_deriv_pos (convex_Ici 0) hc.continuousOn ?_
  intro x hx
  rw [interior_Ici] at hx
  have hx0 : 0 < x := hx
  have hd : HasDerivAt phaseExcess (1 - 1 / (1 + x ^ 2)) x :=
    (hasDerivAt_id' x).fun_sub (hasDerivAt_arctan x)
  have hsq : 0 < x ^ 2 := pow_pos hx0 2
  rw [hd.deriv, sub_pos, div_lt_one (by linarith)]
  linarith
```

`StrictMonoOn phaseExcess (Ici 0)` says just this, with `Ici 0` standing for \([0,\infty)\). The Mathlib lemma `strictMonoOn_of_deriv_pos` asks for continuity on the half-line and a positive derivative in its interior, so the vanishing derivative at \(x=0\) does no harm. The last lines of the proof reduce \(1-1/(1+x^2)>0\) to \(x^2>0\).

## The sign of \(a\) read from the phase excess

For \(x>0\) write

\[
a(x)=\frac Rx\,(x-\tan x).
\]

The factor \(R/x\) is positive, so \(a\) has the sign of \(x-\tan x\). In \(W_n\) the shifted phase \(x-n\pi\) lies between \(-\pi/2\) and \(\pi/2\) and has the same tangent as \(x\), which gives \(\arctan(\tan x)=x-n\pi\). The arctangent is strictly increasing, so it preserves the order of its arguments:

\[
\tan x<x\iff x-n\pi<\arctan x\iff\varphi(x)<n\pi .
\]

The same chain holds with \(=\) and with \(>\). Thus \(a\) is positive, zero or negative according as \(\varphi(x)\) is below, at or above \(n\pi\).

```lean
/-- For a well of positive radius and a positive interior phase in window `n`, the scattering
length is positive, zero or negative according as the phase excess is below, at or above `nπ`. -/
theorem sign_scatteringLength {R x : ℝ} {n : ℕ} (hR : 0 < R) (hx0 : 0 < x)
    (hx : x ∈ window n) :
    (0 < scatteringLength R x ↔ phaseExcess x < n * π) ∧
    (scatteringLength R x = 0 ↔ phaseExcess x = n * π) ∧
    (scatteringLength R x < 0 ↔ n * π < phaseExcess x) := by
  obtain ⟨h1, h2⟩ := hx
  -- the tangent is inverted on the n-th branch
  have harc : arctan (tan x) = x - n * π := by
    rw [← tan_sub_nat_mul_pi x n]
    exact arctan_tan (by linarith) (by linarith)
  have ha : scatteringLength R x = R / x * (x - tan x) := by
    unfold scatteringLength
    field_simp
  have hc : 0 < R / x := div_pos hR hx0
  rcases lt_trichotomy (phaseExcess x) (n * π) with h | h | h
  · have ht : tan x < x := by
      apply arctan_strictMono.lt_iff_lt.mp
      rw [harc]
      unfold phaseExcess at h
      linarith
    have p : 0 < scatteringLength R x := by
      rw [ha]
      exact mul_pos hc (sub_pos.2 ht)
    exact ⟨iff_of_true p h, iff_of_false p.ne' h.ne, iff_of_false (lt_asymm p) (lt_asymm h)⟩
  · have ht : tan x = x := by
      apply arctan_injective
      rw [harc]
      unfold phaseExcess at h
      linarith
    have p : scatteringLength R x = 0 := by
      rw [ha, ht, sub_self, mul_zero]
    exact ⟨iff_of_false p.not_gt h.not_lt, iff_of_true p h, iff_of_false p.not_lt h.not_gt⟩
  · have ht : x < tan x := by
      apply arctan_strictMono.lt_iff_lt.mp
      rw [harc]
      unfold phaseExcess at h
      linarith
    have p : scatteringLength R x < 0 := by
      rw [ha]
      exact mul_neg_of_pos_of_neg hc (sub_neg.2 ht)
    exact ⟨iff_of_false (lt_asymm p) (lt_asymm h), iff_of_false p.ne h.ne', iff_of_true p h⟩
```

The conclusion consists of three equivalences, one for each sign. In the proof, `harc` is the inversion of the tangent on the \(n\)-th branch and `ha` is the factorised form of \(a\). The call to `lt_trichotomy` splits into the three possible positions of \(\varphi(x)\) relative to \(n\pi\). Each case compares \(\tan x\) with \(x\) through the arctangent and so finds the sign of \(a\); that one sign then settles all three equivalences.

The theorem assumes \(x>0\) but not \(n\ge1\). For \(0<x<\pi/2\) it can be used with \(n=0\): there \(\varphi(x)>\varphi(0)=0\), so a well too shallow to have reached its first resonance has \(a<0\). That short deduction is left to the reader and has no theorem of its own below.

## One zero in each window, above the midpoint

Let \(n\ge1\). At the midpoint of the window, \(\arctan(n\pi)>0\) gives

\[
\varphi(n\pi)=n\pi-\arctan(n\pi)<n\pi .
\]

At the upper end, \(\arctan x<\pi/2\) gives

\[
\varphi\!\left(\left(n+\tfrac12\right)\pi\right)>\left(n+\tfrac12\right)\pi-\frac\pi2=n\pi .
\]

By the intermediate value theorem there is a \(z\) with \(n\pi<z<(n+\tfrac12)\pi\) and \(\varphi(z)=n\pi\). For any \(x\in W_n\), the comparison of \(\varphi(x)\) with \(n\pi\) is now a comparison of \(\varphi(x)\) with \(\varphi(z)\). Because \(\varphi\) is strictly increasing, this is the same as comparing \(x\) with \(z\). Hence \(a(x)>0\) for \(x<z\), \(a(x)=0\) only at \(x=z\), and \(a(x)<0\) for \(x>z\).

```lean
/-- For a well of positive radius and every `n ≥ 1`, the scattering length has exactly one zero
`z` in window `n`. It lies above `nπ`, and in the window the scattering length is positive
exactly before `z` and negative exactly after it. -/
theorem unique_zero_in_window {R : ℝ} (hR : 0 < R) {n : ℕ} (hn : 1 ≤ n) :
    ∃ z ∈ window n, n * π < z ∧ ∀ x ∈ window n,
      (scatteringLength R x = 0 ↔ x = z) ∧
      (0 < scatteringLength R x ↔ x < z) ∧
      (scatteringLength R x < 0 ↔ z < x) := by
  have hpi := pi_pos
  have hn' : (1 : ℝ) ≤ n := by exact_mod_cast hn
  have hc : Continuous phaseExcess := continuous_id.sub continuous_arctan
  -- the phase excess passes through nπ between nπ and the next resonance
  have hlow : phaseExcess (n * π) < n * π := by
    have h := arctan_strictMono (show (0 : ℝ) < n * π by positivity)
    rw [arctan_zero] at h
    unfold phaseExcess
    linarith
  have hhigh : n * π < phaseExcess (((n : ℝ) + 1 / 2) * π) := by
    have h := arctan_lt_pi_div_two (((n : ℝ) + 1 / 2) * π)
    unfold phaseExcess
    linarith
  have hle : (n : ℝ) * π ≤ ((n : ℝ) + 1 / 2) * π := by linarith
  obtain ⟨z, ⟨hz1, hz2⟩, hz⟩ := intermediate_value_Ioo hle hc.continuousOn ⟨hlow, hhigh⟩
  have hzw : z ∈ window n := ⟨by linarith, hz2⟩
  have hz0 : z ∈ Ici (0 : ℝ) := (window_pos hn hzw).le
  refine ⟨z, hzw, hz1, fun x hx => ?_⟩
  have hx0 := window_pos hn hx
  have hx0' : x ∈ Ici (0 : ℝ) := hx0.le
  obtain ⟨hp, he, hm⟩ := sign_scatteringLength hR hx0 hx
  -- monotonicity turns the comparison of phase excesses into one of phases
  rw [← hz] at hp he hm
  exact ⟨he.trans (phaseExcess_strictMonoOn.injOn.eq_iff hx0' hz0),
    hp.trans (phaseExcess_strictMonoOn.lt_iff_lt hx0' hz0),
    hm.trans (phaseExcess_strictMonoOn.lt_iff_lt hz0 hx0')⟩
```

In words: for a positive radius and \(n\ge1\) there is a phase `z` in the window, larger than \(n\pi\), such that for every `x` in the window the scattering length is zero exactly when `x = z`, positive exactly when `x < z`, and negative exactly when `z < x`. The first equivalence contains both the existence of the zero and its uniqueness.

The two estimates are `hlow` and `hhigh`, and `intermediate_value_Ioo` supplies a point strictly between \(n\pi\) and the resonance. The step `rw [← hz] at hp he hm` replaces \(n\pi\) by \(\varphi(z)\) in the three sign conditions, after which monotonicity finishes the proof.

For a numerical scan over the depth of the well at fixed radius, the result provides a bracket with exactly one root in it for each \(n\ge1\), namely \(n\pi<x<(n+\tfrac12)\pi\). A bisection applied to \(\varphi(x)-n\pi\) meets no pole at the upper end.

## How close the zero lies to the next resonance

Let \(x\in W_n\) be the zero. From \(x-\arctan x=n\pi\) and \(\arctan x>0\) it follows that \(x>n\pi\). The distance to the upper resonance is

\[
\left(n+\tfrac12\right)\pi-x=\frac\pi2-\arctan x=\arctan\frac1x .
\]

Since \(\varphi(1/x)>\varphi(0)=0\), we have \(\arctan(1/x)<1/x\), and therefore

\[
\left(n+\tfrac12\right)\pi-x<\frac1x<\frac1{n\pi}.
\]

For \(n=1\) the distance is about \(0.219\), and the bound is \(1/\pi\approx0.318\).

```lean
/-- For a well of positive radius and `n ≥ 1`, a zero of the scattering length in window `n`
lies less than `1/(nπ)` below the upper end `(n + 1/2)π` of the window. -/
theorem zero_near_resonance {R x : ℝ} (hR : 0 < R) {n : ℕ} (hn : 1 ≤ n)
    (hx : x ∈ window n) (h0 : scatteringLength R x = 0) :
    ((n : ℝ) + 1 / 2) * π - x < 1 / (n * π) := by
  have hpi := pi_pos
  have hn' : (1 : ℝ) ≤ n := by exact_mod_cast hn
  have hx0 := window_pos hn hx
  have hphase := (sign_scatteringLength hR hx0 hx).2.1.mp h0
  have hpos := arctan_strictMono hx0
  rw [arctan_zero] at hpos
  unfold phaseExcess at hphase
  have hnx : n * π < x := by linarith
  -- the gap equals arctan (1/x), which is below 1/x
  have hinv : 0 < x⁻¹ := inv_pos.2 hx0
  have hgap := arctan_inv_of_pos hx0
  have hlt := phaseExcess_strictMonoOn (mem_Ici.2 (le_refl (0 : ℝ)))
    (mem_Ici.2 hinv.le) hinv
  simp only [phaseExcess, arctan_zero, sub_zero] at hlt
  have hbound : 1 / x < 1 / (n * π) :=
    one_div_lt_one_div_of_lt (by positivity) hnx
  rw [one_div x] at hbound
  linarith
```

The hypothesis `h0` says that `x` is a zero, and the sign theorem turns it into the equation for the phase excess. `hgap` is the identity \(\arctan(1/x)=\pi/2-\arctan x\) for positive \(x\). `hlt` reuses the monotonicity of \(\varphi\), this time between \(0\) and \(1/x\), to obtain \(\arctan(1/x)<1/x\).

Negative values of \(a\) occur only between the zero and the upper resonance. They fill a fraction of the window smaller than \(1/(n\pi^2)\). For \(n=1\) this bound is about \(0.10\), and the fraction itself is about \(0.07\). In this single-channel square well, a positive scattering length is thus the usual case once the first resonance has been passed, if \(x\) is spread evenly over a window. What this means for a set of real nuclei depends on how their effective phases are distributed, and the model does not supply that distribution.

## The spacing of neighbouring zeros

Let \(x\in W_n\) and \(y\in W_{n+1}\) be zeros, with \(n\ge1\). Then

\[
x-\arctan x=n\pi,\qquad y-\arctan y=(n+1)\pi ,
\]

and subtraction gives

\[
y-x=\pi+\arctan y-\arctan x .
\]

The resonance at \((n+\tfrac12)\pi\) separates the two windows, so \(x<y\) and \(\arctan x<\arctan y\). Hence \(y-x>\pi\): the zeros are spaced more widely than the resonances, whose spacing is exactly \(\pi\).

```lean
/-- For a well of positive radius and `n ≥ 1`, zeros of the scattering length in the neighbouring
windows `n` and `n + 1` are more than `π` apart. -/
theorem zero_spacing {R x y : ℝ} (hR : 0 < R) {n : ℕ} (hn : 1 ≤ n)
    (hx : x ∈ window n) (hy : y ∈ window (n + 1))
    (hx0 : scatteringLength R x = 0) (hy0 : scatteringLength R y = 0) :
    π < y - x := by
  have hpx := (sign_scatteringLength hR (window_pos hn hx) hx).2.1.mp hx0
  have hpy := (sign_scatteringLength hR (window_pos (by omega) hy) hy).2.1.mp hy0
  obtain ⟨_, hx2⟩ := hx
  obtain ⟨hy1, _⟩ := hy
  push_cast at hpy hy1
  have hxy : x < y := by linarith
  have harc := arctan_strictMono hxy
  unfold phaseExcess at hpx hpy
  linarith

end

end SquareWellZeros
```

The equations `hpx` and `hpy` come from the sign theorem, applied in the windows `n` and `n + 1`. The order `hxy` follows from the shared end point of the two windows, and the final `linarith` performs the subtraction.

```lean
#print axioms SquareWellZeros.unique_zero_in_window
-- 'SquareWellZeros.unique_zero_in_window' depends on axioms: [propext, Classical.choice, Quot.sound]
#print axioms SquareWellZeros.zero_near_resonance
-- 'SquareWellZeros.zero_near_resonance' depends on axioms: [propext, Classical.choice, Quot.sound]
#print axioms SquareWellZeros.zero_spacing
-- 'SquareWellZeros.zero_spacing' depends on axioms: [propext, Classical.choice, Quot.sound]
```
